# Self-consistent MBAR iteration converges from every start if a solution exists

Umbrella sampling runs one biased simulation per window, and the pooled samples can then be combined into window free energies by solving the MBAR equations. Whether these equations have a solution is a separate mathematical question. Here a solution is assumed to exist, and the question is whether plain iteration finds one.

## Window free energies from pooled samples

Let $u_{kn}$ be the energy of sample $n$ in window $k$, bias included, in units of $k_BT$. Let $N_k>0$ be the number of samples drawn from window $k$, and $f_k$ its dimensionless free energy. One update replaces $f$ by $g(f)$, where

$$g_k(f)=-\ln\sum_n\frac{e^{-u_{kn}}}{D_n(f)},\qquad D_n(f)=\sum_j N_j e^{f_j-u_{jn}}.$$

A fixed point $f^*=g(f^*)$ is a set of free energies consistent with the weights it assigns to the samples. Writing its equation as $e^{-f^*_k}=\sum_n e^{-u_{kn}}/D_n(f^*)$, multiplying by $N_ke^{f^*_k}$ and summing over $k$ shows that $\sum_k N_k$ must equal the number of samples, as it does for true counts. For finite energies this equality is also sufficient for a fixed point to exist, a fact that is not proved here.

## What is claimed

In Lean, `K` and `S` are the finite, nonempty sets of windows and samples, `mixture` is $D_n$ and `mbarMap` is $g$. The weights `N` are positive reals, not necessarily integers. The energies are real, which excludes hard walls with $u_{kn}=\infty$.

`iteration_converges` takes a fixed point `fs` and any sequence `x` obeying the update rule, with `x 0` unrestricted. It gives a constant $c$ such that `x` converges to $f^*+c$, which is again a fixed point. The constant may depend on the start, but by `differences_converge` the differences $f_i-f_j$ do not depend on it in the limit.

For umbrella sampling with finite energies and a solvable set of equations, a poor initial guess therefore cannot change the converged free-energy differences. No rate is given. The step left to the simulator is from $f^*$ to the true free energies, which requires adequate sampling.

## Derivation by monotonicity

**Shifts.** Since $D_n(f+c)=e^cD_n(f)$, we have $g_k(f+c)=g_k(f)+c$. Every $f^*+c$ is thus a fixed point.

**Order.** Let $f\le h$ in every component, with strict inequality in at least one. Then $D_n(f)<D_n(h)$ for every $n$, so each sum over samples falls and $g_k(f)<g_k(h)$ for every $k$.

**Bounds.** Let $x^t$ be the iterates and $M_t=\max_k(x^t_k-f^*_k)$. From $x^t\le f^*+M_t$ follows $x^{t+1}\le f^*+M_t$, so $M_{t+1}\le M_t$. With $b=\min_k(x^0_k-f^*_k)$, the same reasoning gives $x^t\ge f^*+b$ for all $t$. The iterates stay in a closed box, and $M_t$ decreases to a limit $M\ge b$.

**Limit.** Let a subsequence converge to $p$. By continuity, $\max_k(p_k-f^*_k)=M$. The next iterates converge to $g(p)$, so $\max_k(g_k(p)-f^*_k)=M$ too. If $p\ne f^*+M$, then $p\le f^*+M$ with a strict component, hence $g_k(p)<f^*_k+M$ for every $k$, a contradiction. All convergent subsequences share the limit $f^*+M$, and in a compact box this forces the whole sequence to converge.

## One window, and damped updates

With one window and $m$ samples, $g(f)=f+\ln(N/m)$. If $N=m$, every $f$ is fixed; otherwise the iteration drifts forever and there is no fixed point.

The same argument, though not formalised here, handles the damped update $(1-\alpha)f+\alpha g(f)$ with $0<\alpha\le1$: it keeps the fixed points, the shift rule, continuity and strict order.

## The Lean file

```lean
import Mathlib

open Filter Topology

namespace UmbrellaSampling.SelfConsistentIteration

noncomputable section

variable {K S : Type*} [Fintype K] [Fintype S]

/-- The mixture weight of sample `n`: the sum over windows `j` of `N j * exp (f j - u j n)`, with
`f` the reduced free energies and `u` the reduced energies. -/
def mixture (N : K → ℝ) (u : K → S → ℝ) (f : K → ℝ) (n : S) : ℝ :=
  ∑ j, N j * Real.exp (f j - u j n)

/-- The self-consistent update of the window free energies, for nonempty sets of windows and
samples and positive `N`. -/
def mbarMap (N : K → ℝ) (u : K → S → ℝ) (f : K → ℝ) (k : K) : ℝ :=
  -Real.log (∑ n, Real.exp (-u k n) / mixture N u f n)

/-- The largest amount by which a component of `f` exceeds that of the reference `fs`. -/
def excess [Nonempty K] (fs f : K → ℝ) : ℝ :=
  Finset.univ.sup' Finset.univ_nonempty (fun k => f k - fs k)

variable [Nonempty K] {N : K → ℝ} {u : K → S → ℝ}

lemma le_excess (fs f : K → ℝ) (k : K) : f k - fs k ≤ excess fs f :=
  Finset.le_sup' (fun k => f k - fs k) (Finset.mem_univ k)

lemma continuous_excess (fs : K → ℝ) : Continuous (excess fs) :=
  Continuous.finset_sup'_apply Finset.univ_nonempty
    (fun k _ => (continuous_apply k).sub continuous_const)

omit [Fintype S] in
lemma mixture_pos (hN : ∀ k, 0 < N k) (f : K → ℝ) (n : S) : 0 < mixture N u f n :=
  Finset.sum_pos (fun j _ => mul_pos (hN j) (Real.exp_pos _)) Finset.univ_nonempty

variable [Nonempty S]

lemma sum_weights_pos (hN : ∀ k, 0 < N k) (f : K → ℝ) (k : K) :
    0 < ∑ n, Real.exp (-u k n) / mixture N u f n :=
  Finset.sum_pos (fun n _ => div_pos (Real.exp_pos _) (mixture_pos hN f n))
    Finset.univ_nonempty

/-- For positive `N`, shifting all free energies by a common constant shifts the updated free
energies by the same constant. -/
theorem mbarMap_shift (hN : ∀ k, 0 < N k) (f : K → ℝ) (c : ℝ) (k : K) :
    mbarMap N u (fun j => f j + c) k = mbarMap N u f k + c := by
  have hm : ∀ n, mixture N u (fun j => f j + c) n = Real.exp c * mixture N u f n := by
    intro n
    simp only [mixture, Finset.mul_sum]
    refine Finset.sum_congr rfl fun j _ => ?_
    rw [show f j + c - u j n = c + (f j - u j n) by ring, Real.exp_add]
    ring
  have hs : ∑ n, Real.exp (-u k n) / mixture N u (fun j => f j + c) n
      = (∑ n, Real.exp (-u k n) / mixture N u f n) / Real.exp c := by
    rw [Finset.sum_div]
    refine Finset.sum_congr rfl fun n _ => ?_
    rw [hm, div_div, mul_comm]
  unfold mbarMap
  rw [hs, Real.log_div (sum_weights_pos hN f k).ne' (Real.exp_ne_zero c), Real.log_exp]
  ring

/-- For positive `N`, if no free energy is lowered and at least one is raised, then every updated
free energy strictly rises. -/
theorem mbarMap_strict (hN : ∀ k, 0 < N k) {f h : K → ℝ} (hle : ∀ j, f j ≤ h j)
    (hlt : ∃ j, f j < h j) (k : K) : mbarMap N u f k < mbarMap N u h k := by
  obtain ⟨i, hi⟩ := hlt
  have hm : ∀ n, mixture N u f n < mixture N u h n := fun n =>
    Finset.sum_lt_sum
      (fun j _ => mul_le_mul_of_nonneg_left
        (Real.exp_le_exp.2 (by linarith [hle j])) (hN j).le)
      ⟨i, Finset.mem_univ i, mul_lt_mul_of_pos_left
        (Real.exp_lt_exp.2 (by linarith)) (hN i)⟩
  exact neg_lt_neg (Real.log_lt_log (sum_weights_pos hN h k)
    (Finset.sum_lt_sum_of_nonempty Finset.univ_nonempty fun n _ =>
      div_lt_div_of_pos_left (Real.exp_pos _) (mixture_pos hN f n) (hm n)))

lemma mbarMap_mono (hN : ∀ k, 0 < N k) {f h : K → ℝ} (hle : ∀ j, f j ≤ h j) (k : K) :
    mbarMap N u f k ≤ mbarMap N u h k := by
  by_cases hlt : ∃ j, f j < h j
  · exact (mbarMap_strict hN hle hlt k).le
  · have : f = h := funext fun j => le_antisymm (hle j) (not_lt.1 fun hj => hlt ⟨j, hj⟩)
    rw [this]

lemma continuous_mbarMap (hN : ∀ k, 0 < N k) : Continuous (mbarMap N u) := by
  have hm : ∀ n, Continuous (fun f => mixture N u f n) := by
    intro n
    unfold mixture
    fun_prop
  exact continuous_pi fun k => (Continuous.log
    (continuous_finsetSum _ fun n _ =>
      continuous_const.div (hm n) fun f => (mixture_pos hN f n).ne')
    fun f => (sum_weights_pos hN f k).ne').neg

/-- If `N` is positive and the self-consistent map has a fixed point `fs`, then its iteration from
any starting vector `x 0` converges to a fixed point, which is `fs` up to a common shift. -/
theorem iteration_converges (hN : ∀ k, 0 < N k) {fs : K → ℝ} (hfix : mbarMap N u fs = fs)
    (x : ℕ → K → ℝ) (hx : ∀ t, x (t + 1) = mbarMap N u (x t)) :
    ∃ c : ℝ, Tendsto x atTop (𝓝 (fun k => fs k + c)) ∧
      mbarMap N u (fun k => fs k + c) = fun k => fs k + c := by
  have hshift : ∀ c : ℝ, mbarMap N u (fun k => fs k + c) = fun k => fs k + c := by
    intro c
    funext k
    rw [mbarMap_shift hN, hfix]
  -- the largest excess over the fixed point never grows
  have hanti : Antitone (fun t => excess fs (x t)) := by
    refine antitone_nat_of_succ_le fun t => Finset.sup'_le _ _ fun k _ => ?_
    have hle : ∀ j, x t j ≤ fs j + excess fs (x t) := fun j => by
      linarith [le_excess fs (x t) j]
    have h : mbarMap N u (x t) k ≤ fs k + excess fs (x t) :=
      (mbarMap_mono hN hle k).trans (congrFun (hshift _) k).le
    rw [hx]
    linarith
  -- the iterates stay above a shifted copy of the fixed point
  obtain ⟨b, hb⟩ : ∃ b : ℝ, ∀ k, fs k + b ≤ x 0 k :=
    ⟨-excess (x 0) fs, fun k => by linarith [le_excess (x 0) fs k]⟩
  have lo : ∀ t k, fs k + b ≤ x t k := by
    intro t
    induction t with
    | zero => exact hb
    | succ t ih =>
      intro k
      rw [hx]
      exact (congrFun (hshift b) k).symm.le.trans (mbarMap_mono hN ih k)
  have hi : ∀ t k, x t k ≤ fs k + excess fs (x 0) := fun t k => by
    have h : excess fs (x t) ≤ excess fs (x 0) := hanti (Nat.zero_le t)
    linarith [le_excess fs (x t) k]
  obtain ⟨M, hM⟩ : ∃ M, Tendsto (fun t => excess fs (x t)) atTop (𝓝 M) := by
    refine ⟨_, tendsto_atTop_ciInf hanti ⟨b, ?_⟩⟩
    rintro _ ⟨t, rfl⟩
    have k := Classical.arbitrary K
    show b ≤ excess fs (x t)
    linarith [le_excess fs (x t) k, lo t k]
  refine ⟨M, tendsto_of_subseq_tendsto fun ns hns => ?_, hshift M⟩
  have hbox : IsCompact (Set.Icc (fun k => fs k + b) (fun k => fs k + excess fs (x 0))) :=
    isCompact_Icc
  obtain ⟨p, -, φ, hφ, hp⟩ := hbox.tendsto_subseq (x := fun i => x (ns i))
    (fun i => ⟨lo (ns i), hi (ns i)⟩)
  have hidx : Tendsto (fun i => ns (φ i)) atTop atTop := hns.comp hφ.tendsto_atTop
  -- a cluster point and its image have the same limiting excess
  have h1 : excess fs p = M :=
    tendsto_nhds_unique (((continuous_excess fs).tendsto p).comp hp) (hM.comp hidx)
  have hnext : Tendsto (fun i => excess fs (mbarMap N u (x (ns (φ i))))) atTop (𝓝 M) := by
    refine (hM.comp ((tendsto_add_atTop_nat 1).comp hidx)).congr fun i => ?_
    show excess fs (x (ns (φ i) + 1)) = _
    rw [hx]
  have h2 : excess fs (mbarMap N u p) = M :=
    tendsto_nhds_unique
      ((((continuous_excess fs).comp (continuous_mbarMap hN)).tendsto p).comp hp) hnext
  -- strict monotonicity leaves only the shifted fixed point
  have hle : ∀ k, p k ≤ fs k + M := fun k => by linarith [le_excess fs p k]
  have hpM : p = fun k => fs k + M := by
    by_contra hne
    have hlt : ∃ k, p k < fs k + M := by
      by_contra hno
      exact hne (funext fun k => le_antisymm (hle k) (not_lt.1 fun hk => hno ⟨k, hk⟩))
    have h3 : excess fs (mbarMap N u p) < M := by
      refine (Finset.sup'_lt_iff _).2 fun k _ => ?_
      have h : mbarMap N u p k < fs k + M :=
        (mbarMap_strict hN hle hlt k).trans_le (congrFun (hshift M) k).le
      linarith
    linarith
  subst hpM
  exact ⟨φ, hp⟩

/-- For positive `N` and a fixed point `fs`, the free-energy difference between any two windows
converges along the iteration to its value in `fs`, whatever the starting vector. -/
theorem differences_converge (hN : ∀ k, 0 < N k) {fs : K → ℝ} (hfix : mbarMap N u fs = fs)
    (x : ℕ → K → ℝ) (hx : ∀ t, x (t + 1) = mbarMap N u (x t)) (i j : K) :
    Tendsto (fun t => x t i - x t j) atTop (𝓝 (fs i - fs j)) := by
  obtain ⟨c, hc, -⟩ := iteration_converges hN hfix x hx
  have h := (tendsto_pi_nhds.1 hc i).sub (tendsto_pi_nhds.1 hc j)
  rwa [show fs i + c - (fs j + c) = fs i - fs j by ring] at h

/-- For positive `N`, any two fixed points of the self-consistent map differ by a common shift. -/
theorem fixedPoint_unique (hN : ∀ k, 0 < N k) {fs h : K → ℝ} (hfix : mbarMap N u fs = fs)
    (hh : mbarMap N u h = h) : ∃ c : ℝ, h = fun k => fs k + c := by
  obtain ⟨c, hc, -⟩ := iteration_converges hN hfix (fun _ => h) (fun _ => hh.symm)
  exact ⟨c, tendsto_nhds_unique tendsto_const_nhds hc⟩

/-- Two windows and two samples: each sample has reduced energy `0` in its own window and `a` in
the other. -/
def mirrorEnergy (a : ℝ) (k n : Fin 2) : ℝ := if k = n then 0 else a

/-- For the two mirror-image windows with one sample each, equal free energies `0` are a fixed
point of the self-consistent map. -/
theorem mirror_fixedPoint_witness (a : ℝ) :
    mbarMap (fun _ => 1) (mirrorEnergy a) (fun _ => 0) = fun _ => 0 := by
  have hm : ∀ n, mixture (fun _ => 1) (mirrorEnergy a) (fun _ => 0) n = 1 + Real.exp (-a) := by
    intro n
    fin_cases n <;> simp [mixture, mirrorEnergy, Fin.sum_univ_two, add_comm]
  have hs : ∀ k, ∑ n, Real.exp (-mirrorEnergy a k n) = 1 + Real.exp (-a) := by
    intro k
    fin_cases k <;> simp [mirrorEnergy, Fin.sum_univ_two, add_comm]
  have hpos : 0 < 1 + Real.exp (-a) := by positivity
  funext k
  simp only [mbarMap, hm]
  rw [← Finset.sum_div, hs, div_self hpos.ne', Real.log_one, neg_zero]

end

end UmbrellaSampling.SelfConsistentIteration
```

```lean
#print axioms UmbrellaSampling.SelfConsistentIteration.iteration_converges
#print axioms UmbrellaSampling.SelfConsistentIteration.differences_converge
#print axioms UmbrellaSampling.SelfConsistentIteration.fixedPoint_unique
```

```
'UmbrellaSampling.SelfConsistentIteration.iteration_converges' depends on axioms: [propext, Classical.choice, Quot.sound]
'UmbrellaSampling.SelfConsistentIteration.differences_converge' depends on axioms: [propext, Classical.choice, Quot.sound]
'UmbrellaSampling.SelfConsistentIteration.fixedPoint_unique' depends on axioms: [propext, Classical.choice, Quot.sound]
```

## From the lemmas to the limit

`excess fs f` is the signed maximum $\max_k(f_k-f^*_k)$, not a thermodynamic excess quantity. `le_excess` bounds each component by it, and `continuous_excess` lets it pass to limits.

`mixture_pos` and `sum_weights_pos` keep the denominators and the logarithm's argument positive. `mbarMap_shift` and `mbarMap_strict` are the shift and order steps; `mbarMap_mono` adds the case of equal vectors, and `continuous_mbarMap` supplies continuity.

In the main proof, `hanti` says that $M_t$ never grows, while `lo` (by induction) and `hi` give the box. `tendsto_of_subseq_tendsto` reduces convergence to finding, within any subsequence, a further one with the right limit; compactness provides it. `h1` and `h2` are the two equalities with $M$, and `hpM` derives the contradiction.

`fixedPoint_unique` applies the theorem to the constant sequence at a second fixed point, which must therefore be a shift of the first. `mirror_fixedPoint_witness` exhibits a case where the assumption holds: for two mirror-image windows with one sample each, numerator sum and denominator both equal $1+e^{-a}$, so $f=0$ is fixed.
